# Entrywise error bound 2^L τ for quadtree matrix multiplication with a positive norm threshold τ

The theorem `spamm_entry_error` concerns an approximate product of two real 2^L by 2^L matrices, computed recursively by quadrants. At every level, a product is replaced by zero if the product of its factors' Frobenius norms is below a threshold τ > 0. The theorem says that each entry of the result differs from that of the exact product by less than 2^L τ; arithmetic is exact, and no symmetry or decay of the matrix entries is assumed. The proof is by induction on L: a discarded product is bounded through the Cauchy-Schwarz inequality, and otherwise each entry is a sum of two entries of quadrant products, whose errors add up.

In Lean, a first try:

```lean
import Mathlib

open Finset

namespace SpammEntryError

noncomputable section

/-- A row or column number between 0 and 2^L - 1, written as its L binary digits with the
leading digit first. -/
abbrev Idx (L : ℕ) := Fin L → Fin 2

/-- The Frobenius norm, the square root of the sum of all squared entries. -/
def frob {n : Type*} [Fintype n] (A : Matrix n n ℝ) : ℝ :=
  Real.sqrt (∑ i, ∑ j, A i j ^ 2)

/-- The quadrant of a matrix in which the row number has leading digit `a` and the column
number has leading digit `b`. -/
def block {L : ℕ} (A : Matrix (Idx (L + 1)) (Idx (L + 1)) ℝ) (a b : Fin 2) :
    Matrix (Idx L) (Idx L) ℝ :=
  fun i j => A (Fin.cons (α := fun _ => Fin 2) a i) (Fin.cons (α := fun _ => Fin 2) b j)

/-- Quadtree multiplication with threshold `τ`: a product is replaced by zero if the product of
the Frobenius norms is below `τ`; otherwise scalars are multiplied exactly, and larger matrices
are multiplied quadrant by quadrant with the same rule. -/
def spamm (τ : ℝ) : (L : ℕ) → Matrix (Idx L) (Idx L) ℝ → Matrix (Idx L) (Idx L) ℝ →
    Matrix (Idx L) (Idx L) ℝ
  | 0, A, B => if frob A * frob B < τ then 0 else A * B
  | L + 1, A, B => if frob A * frob B < τ then 0 else Matrix.of fun (i j : Idx (L + 1)) =>
      ∑ c : Fin 2, spamm τ L (block A (i 0) c) (block B c (j 0)) (Fin.tail i) (Fin.tail j)

/-- Every entry of a matrix product is bounded in magnitude by the product of the two
Frobenius norms. -/
theorem abs_mul_apply_le {n : Type*} [Fintype n] (A B : Matrix n n ℝ) (i j : n) :
    |(A * B) i j| ≤ frob A * frob B := by
  -- Cauchy-Schwarz for row i of A and column j of B
  have h := Finset.sum_mul_sq_le_sq_mul_sq univ (fun k => A i k) (fun k => B k j)
  have hA : ∑ k, A i k ^ 2 ≤ ∑ i, ∑ k, A i k ^ 2 :=
    Finset.single_le_sum (f := fun i => ∑ k, A i k ^ 2)
      (fun _ _ => Finset.sum_nonneg fun _ _ => sq_nonneg _) (mem_univ i)
  have hB : ∑ k, B k j ^ 2 ≤ ∑ k, ∑ j, B k j ^ 2 :=
    Finset.sum_le_sum fun k _ => Finset.single_le_sum (f := fun j => B k j ^ 2)
      (fun _ _ => sq_nonneg _) (mem_univ j)
  unfold frob
  rw [← Real.sqrt_mul (by positivity)]
  apply Real.abs_le_sqrt
  rw [Matrix.mul_apply]
  exact h.trans (mul_le_mul hA hB (by positivity) (by positivity))

/-- The exact product is assembled from quadrants: each of its quadrants is a sum of two
products of quadrants of the factors. -/
theorem mul_apply_eq_blocks {L : ℕ} (A B : Matrix (Idx (L + 1)) (Idx (L + 1)) ℝ)
    (i j : Idx (L + 1)) :
    (A * B) i j =
      ∑ c : Fin 2, (block A (i 0) c * block B c (j 0)) (Fin.tail i) (Fin.tail j) := by
  -- split the summation index into its leading digit and the rest
  have split (f : Idx (L + 1) → ℝ) :
      ∑ k, f k = ∑ c : Fin 2, ∑ k : Idx L, f (Fin.cons (α := fun _ => Fin 2) c k) := by
    rw [← Fintype.sum_prod_type'
      (fun (c : Fin 2) (k : Idx L) => f (Fin.cons (α := fun _ => Fin 2) c k))]
    exact (Fintype.sum_equiv (Fin.consEquiv (fun _ => Fin 2)) _ _ (fun _ => rfl)).symm
  rw [Matrix.mul_apply, split]
  simp only [Matrix.mul_apply, block, Fin.cons_self_tail]

/-- If the product of the Frobenius norms is below the threshold, the computed product is
zero. -/
theorem spamm_of_lt {τ : ℝ} {L : ℕ} {A B : Matrix (Idx L) (Idx L) ℝ}
    (h : frob A * frob B < τ) : spamm τ L A B = 0 := by
  cases L <;> rw [spamm, if_pos h]

/-- For a positive threshold `τ`, every entry of the quadtree product of two real 2^L by 2^L
matrices differs from the exact product by less than 2^L `τ`. -/
theorem spamm_entry_error {τ : ℝ} (hτ : 0 < τ) (L : ℕ) (A B : Matrix (Idx L) (Idx L) ℝ)
    (i j : Idx L) : |spamm τ L A B i j - (A * B) i j| < 2 ^ L * τ := by
  induction L with
  | zero =>
    by_cases h : frob A * frob B < τ
    · have hb := abs_mul_apply_le A B i j
      rw [spamm_of_lt h, Matrix.zero_apply, zero_sub, abs_neg, pow_zero, one_mul]
      exact hb.trans_lt h
    · rw [spamm, if_neg h, sub_self, abs_zero]
      positivity
  | succ L ih =>
    by_cases h : frob A * frob B < τ
    · -- a discarded product has entries below τ
      have hb := abs_mul_apply_le A B i j
      have h1 : (1 : ℝ) ≤ 2 ^ (L + 1) := one_le_pow₀ (by norm_num)
      have h2 : τ ≤ 2 ^ (L + 1) * τ := le_mul_of_one_le_left hτ.le h1
      rw [spamm_of_lt h, Matrix.zero_apply, zero_sub, abs_neg]
      linarith
    · -- otherwise the errors of two quadrant products add up
      have h0 := ih (block A (i 0) 0) (block B 0 (j 0)) (Fin.tail i) (Fin.tail j)
      have h1 := ih (block A (i 0) 1) (block B 1 (j 0)) (Fin.tail i) (Fin.tail j)
      rw [spamm, if_neg h, mul_apply_eq_blocks A B i j]
      simp only [Fin.sum_univ_two]
      rw [abs_lt] at h0 h1 ⊢
      rw [pow_succ]
      constructor <;> linarith [h0.1, h0.2, h1.1, h1.2]

end

end SpammEntryError
```

Messages:

```
Main.lean:98:22: error: linarith failed to find a contradiction
case neg.left
τ : ℝ
hτ : 0 < τ
L : ℕ
ih : ∀ (A B : Matrix (Idx L) (Idx L) ℝ) (i j : Idx L), |spamm τ L A B i j - (A * B) i j| < 2 ^ L * τ
A B : Matrix (Idx (L + 1)) (Idx (L + 1)) ℝ
i j : Idx (L + 1)
h : ¬frob A * frob B < τ
h0 :
  -(2 ^ L * τ) <
      spamm τ L (block A (i 0) 0) (block B 0 (j 0)) (Fin.tail i) (Fin.tail j) -
        (block A (i 0) 0 * block B 0 (j 0)) (Fin.tail i) (Fin.tail j) ∧
    spamm τ L (block A (i 0) 0) (block B 0 (j 0)) (Fin.tail i) (Fin.tail j) -
        (block A (i 0) 0 * block B 0 (j 0)) (Fin.tail i) (Fin.tail j) <
      2 ^ L * τ
h1 :
  -(2 ^ L * τ) <
      spamm τ L (block A (i 0) 1) (block B 1 (j 0)) (Fin.tail i) (Fin.tail j) -
        (block A (i 0) 1 * block B 1 (j 0)) (Fin.tail i) (Fin.tail j) ∧
    spamm τ L (block A (i 0) 1) (block B 1 (j 0)) (Fin.tail i) (Fin.tail j) -
        (block A (i 0) 1 * block B 1 (j 0)) (Fin.tail i) (Fin.tail j) <
      2 ^ L * τ
a✝ :
  Matrix.of
        (fun i j =>
          spamm τ L (block A (i 0) 0) (block B 0 (j 0)) (Fin.tail i) (Fin.tail j) +
            spamm τ L (block A (i 0) 1) (block B 1 (j 0)) (Fin.tail i) (Fin.tail j))
        i j -
      ((block A (i 0) 0 * block B 0 (j 0)) (Fin.tail i) (Fin.tail j) +
        (block A (i 0) 1 * block B 1 (j 0)) (Fin.tail i) (Fin.tail j)) ≤
    -(2 ^ L * 2 * τ)
⊢ False
failed
Main.lean:98:22: error: linarith failed to find a contradiction
case neg.right
τ : ℝ
hτ : 0 < τ
L : ℕ
ih : ∀ (A B : Matrix (Idx L) (Idx L) ℝ) (i j : Idx L), |spamm τ L A B i j - (A * B) i j| < 2 ^ L * τ
A B : Matrix (Idx (L + 1)) (Idx (L + 1)) ℝ
i j : Idx (L + 1)
h : ¬frob A * frob B < τ
h0 :
  -(2 ^ L * τ) <
      spamm τ L (block A (i 0) 0) (block B 0 (j 0)) (Fin.tail i) (Fin.tail j) -
        (block A (i 0) 0 * block B 0 (j 0)) (Fin.tail i) (Fin.tail j) ∧
    spamm τ L (block A (i 0) 0) (block B 0 (j 0)) (Fin.tail i) (Fin.tail j) -
        (block A (i 0) 0 * block B 0 (j 0)) (Fin.tail i) (Fin.tail j) <
      2 ^ L * τ
h1 :
  -(2 ^ L * τ) <
      spamm τ L (block A (i 0) 1) (block B 1 (j 0)) (Fin.tail i) (Fin.tail j) -
        (block A (i 0) 1 * block B 1 (j 0)) (Fin.tail i) (Fin.tail j) ∧
    spamm τ L (block A (i 0) 1) (block B 1 (j 0)) (Fin.tail i) (Fin.tail j) -
        (block A (i 0) 1 * block B 1 (j 0)) (Fin.tail i) (Fin.tail j) <
      2 ^ L * τ
a✝ :
  2 ^ L * 2 * τ ≤
    Matrix.of
        (fun i j =>
          spamm τ L (block A (i 0) 0) (block B 0 (j 0)) (Fin.tail i) (Fin.tail j) +
            spamm τ L (block A (i 0) 1) (block B 1 (j 0)) (Fin.tail i) (Fin.tail j))
        i j -
      ((block A (i 0) 0 * block B 0 (j 0)) (Fin.tail i) (Fin.tail j) +
        (block A (i 0) 1 * block B 1 (j 0)) (Fin.tail i) (Fin.tail j))
⊢ False
failed
```

The two errors are the lower and upper halves of the same absolute-value bound, in the case where the product is not discarded. In both, `linarith` finds no contradiction, although the bounds `h0` and `h1` on the two quadrant errors are sufficient mathematically.

The obstacle is the form of the computed entry. Unfolding `spamm` leaves it as `Matrix.of (fun i j => ...) i j`. The call `simp only [Fin.sum_univ_two]` expands the sum inside the function, but has no lemma for removing `Matrix.of`. `linarith` therefore treats the whole entry as one unknown quantity, unrelated to the two `spamm` terms in `h0` and `h1`.

Adding `Matrix.of_apply` to the `simp only` call lets it evaluate the entry at `i` and `j`. The goal then contains the sum of the same two `spamm` terms that `h0` and `h1` bound, and adding those bounds gives the required 2^L · 2 · τ.

This version goes through:

```diff
@@ -93,5 +93,5 @@
       have h1 := ih (block A (i 0) 1) (block B 1 (j 0)) (Fin.tail i) (Fin.tail j)
       rw [spamm, if_neg h, mul_apply_eq_blocks A B i j]
-      simp only [Fin.sum_univ_two]
+      simp only [Matrix.of_apply, Fin.sum_univ_two]
       rw [abs_lt] at h0 h1 ⊢
       rw [pow_succ]
```
